# In the half-filled nearest-neighbour chain, |H| decays as inverse distance squared, one power faster than the density matrix

Take two sites at distance two in an infinite half-filled chain with band energy $-\cos k$, measured from the Fermi level in units of half the bandwidth. The matrix element of $|H|$ between them is $2/(3\pi)$. I notice that this equals $1/\pi-1/(3\pi)$, and that $1/\pi$ and $-1/(3\pi)$ are the density-matrix elements at distances one and three. Farther out, $|H|$ seems to fall off as the inverse square of the distance, while the density matrix falls off only as the inverse distance. The chain is a metal, and both matrices are non-smooth functions of $H$ at the Fermi level. Where does $|H|$ gain its extra power, and is it exactly one?

## Neighbouring density-matrix elements nearly cancel

It is exactly one, and your subtraction at distance two already shows the mechanism. As a function of $k$, the occupation jumps at the Fermi points, whereas $|\cos k|$ is continuous and only has a kink there. In real space, the milder singularity appears as a cancellation between two density-matrix elements.

For an integer distance $n$, in units of the lattice constant, write

$$A(n)=\frac1{2\pi}\int_{-\pi}^{\pi}|\cos k|\cos(nk)\,dk,\qquad
\rho(n)=\frac1{2\pi}\int_{-\pi/2}^{\pi/2}\cos(nk)\,dk .$$

The first is the matrix element of $|H|$. The second is the density matrix, with the states $|k|\le\pi/2$ occupied.

The integrand of $A(n)$ has period $2\pi$, so the zone may be taken as $[-\pi/2,3\pi/2]$. Its second half is empty. Shifting $k$ by $\pi$ maps the occupied half onto it, leaves $|\cos k|$ unchanged and multiplies $\cos(nk)$ by $(-1)^n$. On the occupied half $\cos k\ge0$, hence

$$A(n)=\frac{1+(-1)^n}{2\pi}\int_{-\pi/2}^{\pi/2}\cos k\,\cos(nk)\,dk .$$

For odd $n$ this is zero. For $n=2m$ the prefactor is $1/\pi$, and $2\cos k\cos(2mk)=\cos((2m+1)k)+\cos((2m-1)k)$ gives

$$A(2m)=\rho(2m+1)+\rho(2m-1).$$

The remaining integral is elementary:

$$\int_{-\pi/2}^{\pi/2}\cos((2m+1)k)\,dk=\frac{2\sin((2m+1)\pi/2)}{2m+1}=\frac{2(-1)^m}{2m+1}.$$

So $\rho(2m+1)=(-1)^m/(\pi(2m+1))$. Replacing $m$ by $m-1$ gives $\rho(2m-1)=-(-1)^m/(\pi(2m-1))$, and the sum is

$$A(2m)=\frac{(-1)^m}{\pi}\left(\frac1{2m+1}-\frac1{2m-1}\right)=\frac{2(-1)^{m+1}}{\pi(4m^2-1)} .$$

At $m=0$ the two elements are equal and add up to $2/\pi$. For $m\ne0$ they have opposite signs, and the cancellation becomes more complete as $|m|$ grows.

Comparing the closed forms gives $(2m-1)A(2m)=-2\rho(2m+1)$, which is the one extra power. The comparison is between neighbouring distances, not at the same distance: $\rho(2m)=\sin(m\pi)/(2m\pi)=0$ for $m\ne0$, so the density matrix vanishes at the nonzero even distances, where $|H|$ does not. The closed form also gives

$$(2m)^2|A(2m)|=\frac2\pi\,\frac{4m^2}{4m^2-1}\qquad(m\neq0),$$

which is always above $2/\pi$ and is largest at $|m|=1$, where it equals $8/(3\pi)$.

For methods that truncate matrices in real space, this tells you how slowly the discarded elements of $|H|$ shrink in the non-interacting, half-filled nearest-neighbour chain.

## What the Lean statements say about the chain

`band k` is the energy $-\cos k$, `absH n` is $A(n)$ and `rho n` is $\rho(n)$. The distance is an integer of either sign, and $k$ is real.

- `absH_odd` and `absH_even` give the matrix element at every odd and every even distance, including zero.
- `absH_even_eq_density` is the sum of two neighbouring density-matrix elements.
- `absH_one_power_faster` is the exact comparison with the density matrix, for every integer $m$.
- `absH_inverse_square` gives the two-sided bound for $m\ne0$. At $m=0$ the squared distance is zero and the lower bound fails.

Both matrices enter through their Brillouin-zone integrals. The file does not construct $H$ as an operator on the infinite chain or derive these integrals from it, and the occupied window is written into the definition of `rho`. The density matrix is for one spin channel. Finite chains, other fillings, longer-range hopping and nonzero temperature lie beyond these statements.

```lean
import Mathlib

open Real

namespace MetallicChainAbsH

noncomputable section

/-- Band energy of the half-filled chain, measured from the Fermi level in units of half the
bandwidth. -/
def band (k : ℝ) : ℝ := -Real.cos k

/-- Matrix element of the absolute value of the Hamiltonian between two sites at distance `n`,
as an integral over the Brillouin zone. -/
def absH (n : ℤ) : ℝ :=
  1 / (2 * π) * ∫ k in (-π)..π, |band k| * Real.cos (n * k)

/-- Density matrix between two sites at distance `n`: only the occupied states, with `k` between
`-π/2` and `π/2`, contribute. -/
def rho (n : ℤ) : ℝ :=
  1 / (2 * π) * ∫ k in (-(π / 2))..(π / 2), Real.cos (n * k)

/-- The integral over the whole zone folds onto the occupied half; the empty half contributes
the same amount up to the sign `(-1)^n`. -/
theorem absH_fold (n : ℤ) :
    absH n = (1 + (-1 : ℝ) ^ n) / (2 * π) *
      ∫ k in (-(π / 2))..(π / 2), Real.cos k * Real.cos (n * k) := by
  have hper : Function.Periodic (fun k : ℝ => |band k| * Real.cos (n * k)) (2 * π) := by
    intro k
    have h : (n : ℝ) * (k + 2 * π) = n * k + n * (2 * π) := by ring
    simp only [band]
    rw [h, Real.cos_add_int_mul_two_pi, Real.cos_add_two_pi]
  have hcont : Continuous (fun k : ℝ => |band k| * Real.cos (n * k)) :=
    (Real.continuous_cos.neg.abs).mul
      (Real.continuous_cos.comp (continuous_const.mul continuous_id))
  -- move the zone so that it starts at the Fermi point `-π/2`
  have hshift := hper.intervalIntegral_add_eq (-π) (-(π / 2))
  rw [show -π + 2 * π = π by ring, show -(π / 2) + 2 * π = π / 2 + π by ring] at hshift
  have hsplit := intervalIntegral.integral_add_adjacent_intervals
    (hcont.intervalIntegrable (μ := MeasureTheory.volume) (-(π / 2)) (π / 2))
    (hcont.intervalIntegrable (μ := MeasureTheory.volume) (π / 2) (π / 2 + π))
  -- the empty half is the occupied half shifted by `π`
  have hempty : (∫ k in (π / 2)..(π / 2 + π), |band k| * Real.cos (n * k)) =
      (-1 : ℝ) ^ n * ∫ k in (-(π / 2))..(π / 2), |band k| * Real.cos (n * k) := by
    have h := intervalIntegral.integral_comp_add_right (a := -(π / 2)) (b := π / 2)
      (fun k : ℝ => |band k| * Real.cos (n * k)) π
    rw [show -(π / 2) + π = π / 2 by ring] at h
    refine h.symm.trans ?_
    rw [← intervalIntegral.integral_const_mul]
    apply intervalIntegral.integral_congr
    intro k _
    have e : (n : ℝ) * (k + π) = n * k + n * π := by ring
    simp only [band]
    rw [e, Real.cos_add_int_mul_pi, Real.cos_add_pi, neg_neg, abs_neg]
    ring
  -- on the occupied half the cosine is nonnegative
  have hocc : (∫ k in (-(π / 2))..(π / 2), |band k| * Real.cos (n * k)) =
      ∫ k in (-(π / 2))..(π / 2), Real.cos k * Real.cos (n * k) := by
    apply intervalIntegral.integral_congr
    intro k hk
    rw [Set.uIcc_of_le (by linarith [Real.pi_pos])] at hk
    have hnn := Real.cos_nonneg_of_mem_Icc hk
    simp only [band, abs_neg, abs_of_nonneg hnn]
  unfold absH
  rw [hshift, ← hsplit, hempty, hocc]
  ring

/-- The absolute value of the Hamiltonian does not couple sites at odd distance. -/
theorem absH_odd (m : ℤ) : absH (2 * m + 1) = 0 := by
  have h : Odd (2 * m + 1) := ⟨m, rfl⟩
  rw [absH_fold, h.neg_one_zpow]
  simp

/-- At even distance the matrix element of the absolute value of the Hamiltonian is the sum of
the two density-matrix elements at the neighbouring odd distances. -/
theorem absH_even_eq_density (m : ℤ) :
    absH (2 * m) = rho (2 * m + 1) + rho (2 * m - 1) := by
  have hi : ∀ n : ℤ, IntervalIntegrable (fun k : ℝ => Real.cos (n * k))
      MeasureTheory.volume (-(π / 2)) (π / 2) := fun n =>
    (Real.continuous_cos.comp (continuous_const.mul continuous_id)).intervalIntegrable _ _
  have h : (∫ k in (-(π / 2))..(π / 2), Real.cos k * Real.cos ((2 * m : ℤ) * k)) =
      1 / 2 * ((∫ k in (-(π / 2))..(π / 2), Real.cos ((2 * m + 1 : ℤ) * k)) +
        ∫ k in (-(π / 2))..(π / 2), Real.cos ((2 * m - 1 : ℤ) * k)) := by
    rw [← intervalIntegral.integral_add (hi _) (hi _), ← intervalIntegral.integral_const_mul]
    apply intervalIntegral.integral_congr
    intro k _
    have e1 : (2 * (m : ℝ) + 1) * k = 2 * m * k + k := by ring
    have e2 : (2 * (m : ℝ) - 1) * k = 2 * m * k - k := by ring
    push_cast
    rw [e1, e2, Real.cos_add, Real.cos_sub]
    ring
  rw [absH_fold, (even_two_mul m).neg_one_zpow, h]
  unfold rho
  ring

/-- Integral of an odd harmonic over the occupied window. -/
theorem integral_odd_harmonic (m : ℤ) :
    (∫ k in (-(π / 2))..(π / 2), Real.cos ((2 * (m : ℝ) + 1) * k)) =
      2 * (-1 : ℝ) ^ m / (2 * m + 1) := by
  have hc : 2 * (m : ℝ) + 1 ≠ 0 := by
    have h : 2 * m + 1 ≠ 0 := by omega
    exact_mod_cast h
  have s : Real.sin ((2 * (m : ℝ) + 1) * (π / 2)) = (-1 : ℝ) ^ m := by
    rw [show (2 * (m : ℝ) + 1) * (π / 2) = π / 2 + m * π by ring,
      Real.sin_add_int_mul_pi, Real.sin_pi_div_two, mul_one]
  rw [intervalIntegral.integral_comp_mul_left Real.cos hc, integral_cos, smul_eq_mul,
    mul_neg, Real.sin_neg, s]
  ring

/-- Closed form of the matrix element of the absolute value of the Hamiltonian at every even
distance `2m`. -/
theorem absH_even (m : ℤ) :
    absH (2 * m) = 2 * (-1 : ℝ) ^ (m + 1) / (π * (4 * (m : ℝ) ^ 2 - 1)) := by
  have hr : ∀ j : ℤ, rho (2 * j + 1) = (-1 : ℝ) ^ j / (π * (2 * j + 1)) := by
    intro j
    unfold rho
    push_cast
    rw [integral_odd_harmonic]
    rw [div_mul_div_comm, one_mul,
      show 2 * π * (2 * (j : ℝ) + 1) = 2 * (π * (2 * (j : ℝ) + 1)) by ring,
      mul_div_mul_left _ _ (two_ne_zero : (2 : ℝ) ≠ 0)]
  have ha : 2 * (m : ℝ) + 1 ≠ 0 := by
    have h : 2 * m + 1 ≠ 0 := by omega
    exact_mod_cast h
  have hb : 2 * (m : ℝ) - 1 ≠ 0 := by
    have h : 2 * m - 1 ≠ 0 := by omega
    exact_mod_cast h
  have hz : (-1 : ℝ) ^ (m - 1) = -(-1 : ℝ) ^ m := by
    rw [zpow_sub_one₀ (by norm_num)]
    norm_num
  -- insert the closed forms of the two neighbouring density-matrix elements
  rw [absH_even_eq_density, show 2 * m - 1 = 2 * (m - 1) + 1 by ring, hr m, hr (m - 1), hz,
    zpow_add_one₀ (by norm_num)]
  push_cast
  rw [show 2 * ((m : ℝ) - 1) + 1 = 2 * m - 1 by ring,
    show 4 * (m : ℝ) ^ 2 - 1 = (2 * m + 1) * (2 * m - 1) by ring,
    div_add_div _ _ (mul_ne_zero Real.pi_ne_zero ha) (mul_ne_zero Real.pi_ne_zero hb),
    div_eq_div_iff
      (mul_ne_zero (mul_ne_zero Real.pi_ne_zero ha) (mul_ne_zero Real.pi_ne_zero hb))
      (mul_ne_zero Real.pi_ne_zero (mul_ne_zero ha hb))]
  ring

/-- The absolute value of the Hamiltonian carries one more inverse power of distance than the
density matrix: the element at `2m`, multiplied by `2m - 1`, is minus twice the density-matrix
element at `2m + 1`. -/
theorem absH_one_power_faster (m : ℤ) :
    (2 * (m : ℝ) - 1) * absH (2 * m) = -2 * rho (2 * m + 1) := by
  have ha : 2 * (m : ℝ) + 1 ≠ 0 := by
    have h : 2 * m + 1 ≠ 0 := by omega
    exact_mod_cast h
  have hb : 2 * (m : ℝ) - 1 ≠ 0 := by
    have h : 2 * m - 1 ≠ 0 := by omega
    exact_mod_cast h
  have hr : rho (2 * m + 1) = (-1 : ℝ) ^ m / (π * (2 * m + 1)) := by
    unfold rho
    push_cast
    rw [integral_odd_harmonic]
    rw [div_mul_div_comm, one_mul,
      show 2 * π * (2 * (m : ℝ) + 1) = 2 * (π * (2 * (m : ℝ) + 1)) by ring,
      mul_div_mul_left _ _ (two_ne_zero : (2 : ℝ) ≠ 0)]
  rw [absH_even, hr, zpow_add_one₀ (by norm_num),
    show 4 * (m : ℝ) ^ 2 - 1 = (2 * m + 1) * (2 * m - 1) by ring,
    mul_div_assoc', mul_div_assoc',
    div_eq_div_iff (mul_ne_zero Real.pi_ne_zero (mul_ne_zero ha hb))
      (mul_ne_zero Real.pi_ne_zero ha)]
  ring

/-- Inverse-square decay from both sides: at every nonzero even distance, the squared distance
times the size of the matrix element lies above `2/π` and does not exceed `8/(3π)`. -/
theorem absH_inverse_square (m : ℤ) (hm : m ≠ 0) :
    2 / π < (2 * (m : ℝ)) ^ 2 * |absH (2 * m)| ∧
      (2 * (m : ℝ)) ^ 2 * |absH (2 * m)| ≤ 8 / (3 * π) := by
  have h1 : (1 : ℝ) ≤ (m : ℝ) ^ 2 := by
    have h0 : 0 < m ^ 2 := by positivity
    have h : 1 ≤ m ^ 2 := by linarith
    exact_mod_cast h
  have hπ := Real.pi_pos
  have hpos : 0 < π * (4 * (m : ℝ) ^ 2 - 1) := mul_pos hπ (by linarith)
  have hs : |(-1 : ℝ) ^ (m + 1)| = 1 := by
    rcases Int.even_or_odd (m + 1) with h | h
    · rw [h.neg_one_zpow, abs_one]
    · rw [h.neg_one_zpow, abs_neg, abs_one]
  have habs : |absH (2 * m)| = 2 / (π * (4 * (m : ℝ) ^ 2 - 1)) := by
    rw [absH_even, abs_div, abs_mul, hs, abs_of_pos hpos, abs_two, mul_one]
  rw [habs, mul_div_assoc']
  constructor
  · rw [div_lt_div_iff₀ hπ hpos]
    nlinarith
  · rw [div_le_div_iff₀ hpos (by positivity)]
    nlinarith [mul_nonneg hπ.le (sub_nonneg.2 h1)]

end

end MetallicChainAbsH
```

```lean
#print axioms MetallicChainAbsH.absH_odd
-- 'MetallicChainAbsH.absH_odd' depends on axioms: [propext, Classical.choice, Quot.sound]
#print axioms MetallicChainAbsH.absH_one_power_faster
-- 'MetallicChainAbsH.absH_one_power_faster' depends on axioms: [propext, Classical.choice, Quot.sound]
#print axioms MetallicChainAbsH.absH_inverse_square
-- 'MetallicChainAbsH.absH_inverse_square' depends on axioms: [propext, Classical.choice, Quot.sound]
```

## From folding the zone to the decay bounds

`absH_fold` carries the main step. Periodicity (`hper`) moves the zone so that it starts at $-\pi/2$, and `hsplit` cuts it at $\pi/2$. Then `hempty` performs the shift by $\pi$ and extracts the sign $(-1)^n$, while `hocc` removes the absolute value where the cosine is nonnegative. With this in hand, `absH_odd` only has to evaluate the prefactor $1+(-1)^n$ at odd $n$.

`absH_even_eq_density` applies the product formula under the integral: `integral_congr` reduces the claim to one value of $k$, where the addition formulas for the cosine settle it.

`integral_odd_harmonic` rescales the variable by $2m+1$. This needs $2m+1\neq0$, which `omega` supplies because an odd integer is never zero. The sine at the edge of the window then becomes $(-1)^m$.

`absH_even` inserts the resulting values of `rho` at $2m+1$ and $2m-1$, uses $(-1)^{m-1}=-(-1)^m$, and puts the two fractions over the common denominator $(2m+1)(2m-1)=4m^2-1$. `absH_one_power_faster` compares the closed forms by cross-multiplication.

For `absH_inverse_square`, the sign factor has absolute value one, and a nonzero integer satisfies $m^2\ge1$, so the denominator is positive. After clearing denominators, the lower bound amounts to $4m^2-1<4m^2$ and the upper bound to $m^2\ge1$; `nlinarith` closes both.
